# Mean displacement 3g/(4βc²) of a classical oscillator in the first-order cubic Boltzmann weight

## The potential, the weight and the mean

The system is one classical coordinate x, the displacement of a bond from the local minimum of its potential. The stiffness parameter c > 0 multiplies x² without a factor 1/2, so the harmonic force constant is 2c. The real number g measures the cubic anharmonicity, and β is the inverse temperature 1/(kT), with k the Boltzmann constant.

```lean
import Mathlib

open MeasureTheory Filter Topology

namespace QuasiHarmonicExpansion

noncomputable section
```

These lines load the Mathlib library and open a namespace for the names that follow. The name of the namespace is only a label: the method below is an expansion of the Boltzmann factor to first order in g, not the quasi-harmonic approximation of lattice dynamics.

```lean
/-- The anharmonic pair potential `c x² - g x³` as a function of the displacement `x`. -/
def potential (c g x : ℝ) : ℝ := c * x ^ 2 - g * x ^ 3
```

This defines V(x) = c x² − g x³. The type `ℝ` says that all arguments are real numbers. For g > 0 the potential is softer on the side x > 0, where the bond is stretched.

```lean
/-- The Boltzmann weight of the potential, with the cubic term kept to first order. -/
def weight (β c g x : ℝ) : ℝ := (1 + β * g * x ^ 3) * Real.exp (-(β * c) * x ^ 2)
```

The weight is

ρ(x) = (1 + βg x³) exp(−βc x²).

For g ≠ 0 the full Boltzmann factor exp(−βV) has no finite integral, because the cubic term sends V to −∞ on one side. The first-order weight is integrable, but it becomes negative far out on the other side, so it is not a probability density. It is a good approximation where β|g||x|³ is small, which for typical thermal displacements means low temperature or weak anharmonicity.

```lean
/-- The thermal mean of an observable `A` of the displacement in the first-order weight. -/
def thermalMean (β c g : ℝ) (A : ℝ → ℝ) : ℝ :=
  (∫ x, A x * weight β c g x) / ∫ x, weight β c g x
```

The thermal mean of an observable A is

⟨A⟩ = ∫ A(x) ρ(x) dx / ∫ ρ(x) dx,

with both integrals over the whole real line. Lean assigns a value to every integral and every quotient, so convergence and a nonzero denominator are proved separately below.

```lean
/-- The `n`-th moment of the unnormalised Gaussian `exp (-b x²)`. -/
def gaussMoment (b : ℝ) (n : ℕ) : ℝ := ∫ x : ℝ, x ^ n * Real.exp (-b * x ^ 2)
```

For the harmonic part, write M(n) = ∫ xⁿ exp(−b x²) dx. Here n is a natural number, and b will later be βc. These moments are unnormalised: the harmonic average of xⁿ is M(n)/M(0).

## The weight as a first-order expansion

```lean
/-- The weight is the Boltzmann factor of the potential expanded to first order in the
cubic coefficient `g`. -/
theorem weight_eq_first_order (β c g x : ℝ) :
    weight β c g x = Real.exp (-β * potential c 0 x)
      + g * deriv (fun s => Real.exp (-β * potential c s x)) 0 := by
  have h : HasDerivAt (fun s => -β * potential c s x) (β * x ^ 3) 0 := by
    have h' := (((hasDerivAt_id' (0 : ℝ)).mul_const (x ^ 3)).const_sub (c * x ^ 2)).const_mul (-β)
    exact h'.congr_deriv (by ring)
  have hd : HasDerivAt (fun s => Real.exp (-β * potential c s x))
      (Real.exp (-β * potential c 0 x) * (β * x ^ 3)) 0 := h.exp
  have e : -β * potential c 0 x = -(β * c) * x ^ 2 := by
    unfold potential
    ring
  rw [hd.deriv, e]
  unfold weight
  ring
```

The theorem confirms that ρ is the Boltzmann factor expanded to first order in g. By hand, with s in place of the cubic coefficient,

d/ds exp(−β(c x² − s x³)) = βx³ exp(−β(c x² − s x³)).

At s = 0 this is βx³ exp(−βc x²). Multiplying by g and adding the zeroth-order term exp(−βc x²) gives ρ(x).

In Lean, `HasDerivAt f f' x` says that f has derivative f' at the point x. The proof first differentiates the exponent (`h`), then the exponential by the chain rule (`hd`), and `ring` does the remaining algebra.

## Gaussian moments by integration by parts

```lean
/-- Every power of the displacement is integrable against a Gaussian. -/
theorem integrable_moment {b : ℝ} (hb : 0 < b) (n : ℕ) :
    Integrable (fun x : ℝ => x ^ n * Real.exp (-b * x ^ 2)) := by
  have hn : (-1 : ℝ) < (n : ℝ) := by
    have : (0 : ℝ) ≤ n := Nat.cast_nonneg n
    linarith
  have h := integrable_rpow_mul_exp_neg_mul_sq hb hn
  simpa only [Real.rpow_natCast] using h
```

For b > 0, every function xⁿ exp(−b x²) is integrable. Mathlib has this for real exponents greater than −1, and the last line translates real powers into natural ones.

```lean
/-- The slope of a Gaussian. -/
theorem hasDerivAt_gaussian (b x : ℝ) :
    HasDerivAt (fun y : ℝ => Real.exp (-b * y ^ 2))
      (-(2 * b) * (x ^ 1 * Real.exp (-b * x ^ 2))) x := by
  have h2 : HasDerivAt (fun y : ℝ => y ^ 2) (2 * x) x := by simpa using hasDerivAt_pow 2 x
  exact (h2.const_mul (-b)).exp.congr_deriv (by ring)
```

This is the derivative

d/dx exp(−b x²) = −2b x exp(−b x²).

The factor x is written `x ^ 1` so that it matches the integrand of M(1).

```lean
/-- Integration by parts links each Gaussian moment to the one two orders below. -/
theorem gaussMoment_step {b : ℝ} (hb : 0 < b) (n : ℕ) :
    gaussMoment b (n + 2) = ((n : ℝ) + 1) / (2 * b) * gaussMoment b n := by
  have hd : ∀ x : ℝ, HasDerivAt (fun y : ℝ => y ^ (n + 1) * Real.exp (-b * y ^ 2))
      (((n : ℝ) + 1) * (x ^ n * Real.exp (-b * x ^ 2))
        - 2 * b * (x ^ (n + 2) * Real.exp (-b * x ^ 2))) x := by
    intro x
    have h1 : HasDerivAt (fun y : ℝ => y ^ (n + 1)) (((n : ℝ) + 1) * x ^ n) x := by
      simpa using hasDerivAt_pow (n + 1) x
    exact (h1.fun_mul (hasDerivAt_gaussian b x)).congr_deriv (by ring)
  have i1 := (integrable_moment hb n).const_mul ((n : ℝ) + 1)
  have i2 := (integrable_moment hb (n + 2)).const_mul (2 * b)
  -- the boundary terms vanish, so the total derivative integrates to zero
  have h0 := integral_eq_zero_of_hasDerivAt_of_integrable hd (i1.sub i2)
    (integrable_moment hb (n + 1))
  rw [integral_sub i1 i2, integral_const_mul, integral_const_mul] at h0
  have h0' : ((n : ℝ) + 1) * gaussMoment b n - 2 * b * gaussMoment b (n + 2) = 0 := h0
  rw [div_mul_eq_mul_div, eq_div_iff (by positivity)]
  linear_combination -h0'
```

By the product rule,

d/dx [xⁿ⁺¹ exp(−b x²)] = (n+1) xⁿ exp(−b x²) − 2b xⁿ⁺² exp(−b x²).

The bracket vanishes at ±∞, so the left side integrates to zero:

0 = (n+1) M(n) − 2b M(n+2),

M(n+2) = (n+1)/(2b) · M(n).

In the proof, `hd` is the product rule. The lemma used for `h0` says that a derivative integrates to zero over the line when both the function and its derivative are integrable, and the previous integrability theorem supplies both conditions. The final `linear_combination` solves for M(n+2).

```lean
/-- The Gaussian moments of order one to five in terms of the normalisation. -/
theorem gaussMoment_low {b : ℝ} (hb : 0 < b) :
    gaussMoment b 1 = 0 ∧ gaussMoment b 2 = gaussMoment b 0 / (2 * b) ∧
    gaussMoment b 3 = 0 ∧ gaussMoment b 4 = 3 * gaussMoment b 0 / (4 * b ^ 2) ∧
    gaussMoment b 5 = 0 := by
  have h0 := integral_eq_zero_of_hasDerivAt_of_integrable (hasDerivAt_gaussian b)
    ((integrable_moment hb 1).const_mul (-(2 * b))) (integrable_exp_neg_mul_sq hb)
  rw [integral_const_mul] at h0
  have h0' : -(2 * b) * gaussMoment b 1 = 0 := h0
  have m1 : gaussMoment b 1 = 0 :=
    (mul_eq_zero.mp h0').resolve_left (by intro h; linarith)
  have m2 : gaussMoment b 2 = (((0 : ℕ) : ℝ) + 1) / (2 * b) * gaussMoment b 0 :=
    gaussMoment_step hb 0
  have m3 : gaussMoment b 3 = (((1 : ℕ) : ℝ) + 1) / (2 * b) * gaussMoment b 1 :=
    gaussMoment_step hb 1
  have m4 : gaussMoment b 4 = (((2 : ℕ) : ℝ) + 1) / (2 * b) * gaussMoment b 2 :=
    gaussMoment_step hb 2
  have m5 : gaussMoment b 5 = (((3 : ℕ) : ℝ) + 1) / (2 * b) * gaussMoment b 3 :=
    gaussMoment_step hb 3
  rw [m1, mul_zero] at m3
  rw [m3, mul_zero] at m5
  refine ⟨m1, ?_, m3, ?_, m5⟩
  · rw [m2]
    push_cast
    ring
  · rw [m4, m2]
    push_cast
    ring
```

The derivative of the Gaussian itself integrates to zero, so −2b M(1) = 0 and M(1) = 0. The recursion then gives

M(2) = M(0)/(2b),
M(3) = (2/(2b)) M(1) = 0,
M(4) = (3/(2b)) M(2) = 3M(0)/(4b²),
M(5) = (4/(2b)) M(3) = 0.

The symbol `∧` means "and". The facts `m1` to `m5` follow the same order as the calculation. After division by M(0), with b = βc, the second moment is the harmonic mean square displacement 1/(2βc).

## From the moments to the mean displacement

```lean
/-- Moments of the first-order weight are finite, and each is a harmonic moment plus a
correction three orders higher. -/
theorem weighted_moment {β c : ℝ} (hβ : 0 < β) (hc : 0 < c) (g : ℝ) (n : ℕ) :
    Integrable (fun x => x ^ n * weight β c g x) ∧
    ∫ x, x ^ n * weight β c g x
      = gaussMoment (β * c) n + β * g * gaussMoment (β * c) (n + 3) := by
  have e : (fun x => x ^ n * weight β c g x) = fun x : ℝ =>
      x ^ n * Real.exp (-(β * c) * x ^ 2)
        + β * g * (x ^ (n + 3) * Real.exp (-(β * c) * x ^ 2)) := by
    funext x
    unfold weight
    ring
  have i1 := integrable_moment (mul_pos hβ hc) n
  have i2 := (integrable_moment (mul_pos hβ hc) (n + 3)).const_mul (β * g)
  rw [e]
  refine ⟨i1.add i2, ?_⟩
  rw [integral_add i1 i2, integral_const_mul]
  rfl
```

Multiplying out the weight gives

xⁿ ρ(x) = xⁿ exp(−βc x²) + βg xⁿ⁺³ exp(−βc x²),

and integration gives

∫ xⁿ ρ(x) dx = M(n) + βg M(n+3), with b = βc.

The theorem states both integrability and this value. The equation `e` is the expansion of the integrand, and `integral_add` splits the integral.

```lean
/-- The configuration integral of the first-order weight equals the harmonic one. -/
theorem configuration_integral {β c : ℝ} (hβ : 0 < β) (hc : 0 < c) (g : ℝ) :
    ∫ x, weight β c g x = √(Real.pi / (β * c)) := by
  obtain ⟨-, -, m3, -, -⟩ := gaussMoment_low (mul_pos hβ hc)
  have e0 : ∫ x, x ^ 0 * weight β c g x
      = gaussMoment (β * c) 0 + β * g * gaussMoment (β * c) 3 := (weighted_moment hβ hc g 0).2
  simp only [pow_zero, one_mul] at e0
  rw [e0, m3, mul_zero, add_zero, ← integral_gaussian]
  simp only [gaussMoment, pow_zero, one_mul]
```

For n = 0 the correction is βg M(3) = 0, so

∫ ρ(x) dx = M(0) = √(π/(βc)).

The cubic term leaves the normalisation unchanged. The last step uses Mathlib's value of the Gaussian integral.

```lean
/-- The mean displacement in the first-order weight is `3 g / (4 β c²)`. -/
theorem mean_displacement {β c : ℝ} (hβ : 0 < β) (hc : 0 < c) (g : ℝ) :
    thermalMean β c g (fun x => x) = 3 * g / (4 * β * c ^ 2) := by
  obtain ⟨m1, -, m3, m4, -⟩ := gaussMoment_low (mul_pos hβ hc)
  have e0 : ∫ x, x ^ 0 * weight β c g x
      = gaussMoment (β * c) 0 + β * g * gaussMoment (β * c) 3 := (weighted_moment hβ hc g 0).2
  have e1 : ∫ x, x ^ 1 * weight β c g x
      = gaussMoment (β * c) 1 + β * g * gaussMoment (β * c) 4 := (weighted_moment hβ hc g 1).2
  simp only [pow_zero, one_mul] at e0
  simp only [pow_one] at e1
  rw [m3, mul_zero, add_zero] at e0
  -- the normalisation is positive, so it may be cancelled
  have hZ : gaussMoment (β * c) 0 ≠ 0 := by
    rw [← e0, configuration_integral hβ hc g]
    have := Real.pi_pos
    positivity
  unfold thermalMean
  rw [e0, e1, m1, m4, zero_add]
  field_simp
```

This is the main result. The hypotheses `hβ` and `hc` say that β and c are positive, while g may be any real number. The observable `fun x => x` is the displacement itself. For n = 1,

∫ x ρ(x) dx = M(1) + βg M(4) = βg · 3M(0)/(4β²c²) = 3g M(0)/(4βc²).

Dividing by ∫ ρ(x) dx = M(0) gives

⟨x⟩ = 3g/(4βc²).

In the proof, `e0` and `e1` are the denominator and the numerator, `hZ` shows that M(0) is not zero, and `field_simp` cancels it. The equality is exact for the weight ρ; as a statement about an anharmonic bond it is a first-order result. The mean displacement is positive for g > 0, negative for g < 0 and zero for a harmonic bond.

## Balance of the mean forces

```lean
/-- The mean force vanishes in the first-order weight, cubic part of the force included. -/
theorem mean_force_eq_zero {β c : ℝ} (hβ : 0 < β) (hc : 0 < c) (g : ℝ) :
    thermalMean β c g (deriv (potential c g)) = 0 := by
  obtain ⟨m1, m2, -, m4, m5⟩ := gaussMoment_low (mul_pos hβ hc)
  have hV : ∀ x, deriv (potential c g) x = 2 * c * x ^ 1 - 3 * g * x ^ 2 := by
    intro x
    have h2 : HasDerivAt (fun y : ℝ => y ^ 2) (2 * x) x := by simpa using hasDerivAt_pow 2 x
    have h3 : HasDerivAt (fun y : ℝ => y ^ 3) (3 * x ^ 2) x := by simpa using hasDerivAt_pow 3 x
    have h : HasDerivAt (potential c g) (c * (2 * x) - g * (3 * x ^ 2)) x :=
      (h2.const_mul c).fun_sub (h3.const_mul g)
    rw [h.deriv]
    ring
  have e : (fun x => deriv (potential c g) x * weight β c g x) = fun x =>
      2 * c * (x ^ 1 * weight β c g x) - 3 * g * (x ^ 2 * weight β c g x) := by
    funext x
    rw [hV]
    ring
  obtain ⟨i1, e1⟩ := weighted_moment hβ hc g 1
  obtain ⟨i2, e2⟩ := weighted_moment hβ hc g 2
  norm_num only at e1 e2
  unfold thermalMean
  rw [e, integral_sub (i1.const_mul _) (i2.const_mul _), integral_const_mul,
    integral_const_mul, e1, e2, m1, m2, m4, m5]
  -- the harmonic restoring force balances the mean cubic force
  have hb : 2 * c * (0 + β * g * (3 * gaussMoment (β * c) 0 / (4 * (β * c) ^ 2)))
      - 3 * g * (gaussMoment (β * c) 0 / (2 * (β * c)) + β * g * 0) = 0 := by
    rw [sub_eq_zero, zero_add, mul_zero, add_zero]
    field_simp
    ring
  rw [hb, zero_div]
```

The force is −V′(x), with V′(x) = 2c x − 3g x². The theorem says that ⟨V′⟩ = 0. By hand,

∫ V′(x) ρ(x) dx = 2c [M(1) + βg M(4)] − 3g [M(2) + βg M(5)].

The odd moments vanish, which leaves

2c · βg · 3M(0)/(4β²c²) − 3g · M(0)/(2βc) = 3g M(0)/(2βc) − 3g M(0)/(2βc) = 0.

The bond therefore settles, on average, where the harmonic restoring force balances the mean cubic force. No remainder of order g² is left, because the only candidate is proportional to M(5). In Lean, `hV` computes V′, `e` splits the integrand into weighted powers of x, and `hb` is the final cancellation.

## Expansion per unit temperature

```lean
/-- With `β = 1 / (k T)`, the mean displacement has the temperature derivative `3 g k / (4 c²)`. -/
theorem expansion_coefficient {k c T : ℝ} (hk : 0 < k) (hc : 0 < c) (hT : 0 < T) (g : ℝ) :
    HasDerivAt (fun t => thermalMean (1 / (k * t)) c g (fun x => x))
      (3 * g * k / (4 * c ^ 2)) T := by
  have h : (fun t => thermalMean (1 / (k * t)) c g (fun x => x))
      =ᶠ[𝓝 T] fun t => 3 * g * k / (4 * c ^ 2) * t := by
    filter_upwards [lt_mem_nhds hT] with t ht
    rw [mean_displacement (by positivity) hc]
    field_simp
  exact (((hasDerivAt_id' T).const_mul (3 * g * k / (4 * c ^ 2))).congr_deriv
    (mul_one _)).congr_of_eventuallyEq h

end

end QuasiHarmonicExpansion
```

Setting β = 1/(kT) in the mean displacement gives

⟨x⟩ = 3gkT/(4c²), and so d⟨x⟩/dT = 3gk/(4c²).

The theorem states this derivative at each T > 0, with c and g held fixed as the temperature changes. The displacement formula needs a positive temperature, so the proof first shows that the mean equals a linear function of t for all t near T; this is what `=ᶠ[𝓝 T]` expresses. It then differentiates the linear function.

The rate is a length per unit temperature; dividing it by the equilibrium bond length gives the linear expansion coefficient of this single bond. The first-order weight gives the same rate at all temperatures, but for g ≠ 0 this weight becomes a poor approximation when T is large. For a classical simulation of a single one-dimensional bond, the formula offers a low-temperature reference for the mean displacement once c and g are known from the potential near its minimum. Quantum zero-point motion and the coupling between bonds in a crystal are absent from the model.

```lean
#print axioms QuasiHarmonicExpansion.weight_eq_first_order
-- 'QuasiHarmonicExpansion.weight_eq_first_order' depends on axioms: [propext, Classical.choice, Quot.sound]
#print axioms QuasiHarmonicExpansion.mean_force_eq_zero
-- 'QuasiHarmonicExpansion.mean_force_eq_zero' depends on axioms: [propext, Classical.choice, Quot.sound]
#print axioms QuasiHarmonicExpansion.expansion_coefficient
-- 'QuasiHarmonicExpansion.expansion_coefficient' depends on axioms: [propext, Classical.choice, Quot.sound]
```
